# A finite sum of free radial waves with a common node at a positive radius has zero second derivative there exactly when its slope is zero

In the projector augmented-wave (PAW) method, a compensation charge localised around each atom carries the multipole moments that the smooth density lacks. Suppose I confine it to a sphere of radius \(r_c\): I build its radial shape \(g\) from two spherical waves that both vanish at \(r_c\), and set \(g\) to zero outside. I choose the coefficients so that the slope at \(r_c\) vanishes and the radial moment for angular momentum \(l\), \(\int_0^{r_c}r^{l+2}g\,dr\), is one. The second derivative then seems to vanish at \(r_c\) as well, although I never imposed that. For \(l=0\), with the waves \(\sin(qr)/(qr)\) for \(q=\pi/r_c\) and \(q=2\pi/r_c\), I also find two equal coefficients, \(4\pi^2/(3r_c^3)\). Can both claims be made rigorous and machine-checked?

## The radial equation at a common node

Yes. The first claim holds for any finite number of waves and any angular momentum \(l\), the second for the two \(l=0\) waves just named.

Let \(r_c>0\), and let each \(f_i\) be twice differentiable on \(r>0\) and satisfy

\[
r^2 f_i''+2r f_i'+\bigl(q_i^2r^2-l(l+1)\bigr)f_i=0,\qquad f_i(r_c)=0,
\]

with real wave numbers \(q_i\). At \(r=r_c\) the last term drops out, whatever \(q_i\) and \(l\) are. Dividing by \(r_c^2\) leaves \(f_i''(r_c)=-(2/r_c)f_i'(r_c)\). The factor \(-2/r_c\) is the same for every wave, so for \(g=\sum_i a_if_i\)

\[
g''(r_c)=-\frac{2}{r_c}\,g'(r_c).
\]

One side vanishes exactly when the other does.

Now let \(\bar g\) equal \(g\) for \(r<r_c\) and zero for \(r\ge r_c\). If \(g(r_c)=g'(r_c)=0\), then \(|\bar g(r)|\le|g(r)|=o(|r-r_c|)\), so \(\bar g'(r_c)=0\). Hence \(\bar g'\) is the truncation of \(g'\) everywhere. Since \(g'(r_c)=g''(r_c)=0\), the same estimate applied to \(g'\) gives \(\bar g''(r_c)=0\).

Without the node condition the equivalence can fail. Take \(l=0\), the single wave \(g=\sin r/r\) with \(q=1\), and let \(r_c\) be a positive solution of \(\tan r=r\). Then \(g'(r_c)=0\), but the radial equation gives \(g''(r_c)=-g(r_c)=-\cos r_c\ne0\).

## The two coefficients for \(l=0\)

Number the waves \(i=0,1\), with \(q_i=(i+1)\pi/r_c\) and \(f_i=\sin(q_ir)/(q_ir)\). For any \(q\ne0\), the wave \(f=\sin(qr)/(qr)\) has

\[
f'=\frac{\cos qr}{r}-\frac{\sin qr}{qr^2},\qquad
f''=-\frac{q\sin qr}{r}-\frac{2\cos qr}{r^2}+\frac{2\sin qr}{qr^3}.
\]

In \(r^2f''+2rf'+q^2r^2f\) the cosine terms cancel, as do the terms in \(\sin(qr)/(qr)\) and in \(qr\sin qr\), so the radial equation holds.

At \(r_c\) the sines vanish and the cosines are \(-1\) and \(1\). The slopes are therefore \(-1/r_c\) and \(1/r_c\), which gives \(g'(r_c)=(a_1-a_0)/r_c\). Integration by parts gives

\[
\int_0^{r_c}r^2f\,dr=\frac1q\int_0^{r_c}r\sin(qr)\,dr=\frac{\sin qr_c}{q^3}-\frac{r_c\cos qr_c}{q^2}.
\]

This equals \(r_c^3/\pi^2\) for \(i=0\) and \(-r_c^3/(4\pi^2)\) for \(i=1\). The two conditions become

\[
a_1-a_0=0,\qquad \frac{r_c^3}{\pi^2}\Bigl(a_0-\frac{a_1}{4}\Bigr)=1,
\]

and their only solution is \(a_0=a_1=4\pi^2/(3r_c^3)\).

For a numerical case take \(r_c=\pi\), so that \(q_0=1\), \(q_1=2\) and both coefficients are \(4/(3\pi)\approx0.424\). The slopes \(-1/\pi\) and \(1/\pi\) cancel, as do the second derivatives \(2/\pi^2\) and \(-2/\pi^2\). The radial integrals are \(\pi\) and \(-\pi/4\), and \(\frac{4}{3\pi}\cdot\frac{3\pi}{4}=1\).

## The Lean file and its reading

```lean
import Mathlib

open Real Topology

namespace PAWCompensation

noncomputable section

/-- A twice differentiable solution, on `r > 0`, of the free radial equation with angular
momentum `l` and wave number `q`. -/
def IsRadialWave (l : ℕ) (q : ℝ) (f : ℝ → ℝ) : Prop :=
  ∀ r, 0 < r → DifferentiableAt ℝ f r ∧ DifferentiableAt ℝ (deriv f) r ∧
    r ^ 2 * deriv (deriv f) r + 2 * r * deriv f r
      + (q ^ 2 * r ^ 2 - (l : ℝ) * (l + 1)) * f r = 0

/-- The shape function `g(r) = ∑ i, a i * f i r`. -/
def superpose {ι : Type*} [Fintype ι] (a : ι → ℝ) (f : ι → ℝ → ℝ) (r : ℝ) : ℝ :=
  ∑ i, a i * f i r

/-- The function equal to `u` inside the radius `c` and zero from `c` outwards. -/
def truncate (c : ℝ) (u : ℝ → ℝ) (r : ℝ) : ℝ := if r < c then u r else 0

/-- The spherical wave `sin (q r) / (q r)`, with value one where `q r = 0`. -/
def sWave (q r : ℝ) : ℝ := Real.sinc (q * r)

/-- The wave numbers `π / rc` and `2 π / rc`, for a nonzero radius `rc`. -/
def nodeQ (rc : ℝ) (i : Fin 2) : ℝ := (((i : ℕ) : ℝ) + 1) * π / rc

/-- The slope of a shape function is the superposition of the slopes of its waves. -/
theorem superpose_hasDerivAt {ι : Type*} [Fintype ι] {a : ι → ℝ} {f : ι → ℝ → ℝ}
    {f' : ι → ℝ} {r : ℝ} (h : ∀ i, HasDerivAt (f i) (f' i) r) :
    HasDerivAt (superpose a f) (∑ i, a i * f' i) r := by
  unfold superpose
  exact HasDerivAt.fun_sum fun i _ => (h i).const_mul (a i)

/-- For radial waves with a common node at `rc > 0`, the second derivative of the shape function
vanishes at `rc` exactly when its slope does. -/
theorem curvature_zero_iff_slope_zero {ι : Type*} [Fintype ι] {l : ℕ} {q a : ι → ℝ}
    {f : ι → ℝ → ℝ} {rc : ℝ} (hc : 0 < rc) (hf : ∀ i, IsRadialWave l (q i) (f i))
    (h0 : ∀ i, f i rc = 0) :
    HasDerivAt (deriv (superpose a f)) 0 rc ↔ deriv (superpose a f) rc = 0 := by
  have hd : ∀ r, 0 < r → deriv (superpose a f) r = superpose a (fun i => deriv (f i)) r :=
    fun r hr => (superpose_hasDerivAt fun i => (hf i r hr).1.hasDerivAt).deriv
  have he : deriv (superpose a f) =ᶠ[𝓝 rc] superpose a (fun i => deriv (f i)) := by
    filter_upwards [Ioi_mem_nhds hc] with r hr using hd r hr
  -- at the node the radial equation ties the curvature to the slope
  have key : HasDerivAt (deriv (superpose a f)) (-(2 / rc) * deriv (superpose a f) rc) rc := by
    have h2 := superpose_hasDerivAt (a := a) (f := fun i => deriv (f i))
      (fun i => (hf i rc hc).2.1.hasDerivAt)
    refine (h2.congr_of_eventuallyEq he).congr_deriv ?_
    rw [hd rc hc]
    unfold superpose
    rw [Finset.mul_sum]
    refine Finset.sum_congr rfl fun i _ => ?_
    have e := (hf i rc hc).2.2
    rw [h0 i] at e
    have e' : rc * (rc * deriv (deriv (f i)) rc + 2 * deriv (f i) rc) = 0 := by
      linear_combination e
    have k := (mul_eq_zero.mp e').resolve_left hc.ne'
    have k' : deriv (deriv (f i)) rc = -(2 * deriv (f i) rc) / rc := by
      rw [eq_div_iff hc.ne']
      linear_combination k
    rw [k']
    ring
  constructor
  · intro h
    have hz := key.unique h
    exact (mul_eq_zero.mp hz).resolve_left (neg_ne_zero.mpr (div_ne_zero two_ne_zero hc.ne'))
  · intro h
    simpa [h] using key

/-- If the slope of a sum of radial waves vanishes at their common node `rc > 0`, the truncated
charge has vanishing first and second derivative at `rc`. -/
theorem truncated_charge_smooth {ι : Type*} [Fintype ι] {l : ℕ} {q a : ι → ℝ}
    {f : ι → ℝ → ℝ} {rc : ℝ} (hc : 0 < rc) (hf : ∀ i, IsRadialWave l (q i) (f i))
    (h0 : ∀ i, f i rc = 0) (hs : deriv (superpose a f) rc = 0) :
    HasDerivAt (truncate rc (superpose a f)) 0 rc ∧
      HasDerivAt (deriv (truncate rc (superpose a f))) 0 rc := by
  -- truncation at a zero keeps a vanishing derivative
  have cut : ∀ u : ℝ → ℝ, HasDerivAt u 0 rc → u rc = 0 → HasDerivAt (truncate rc u) 0 rc := by
    intro u h hu
    rw [hasDerivAt_iff_isLittleO] at h ⊢
    refine (Asymptotics.isBigO_of_le _ fun x => ?_).trans_isLittleO h
    by_cases hx : x < rc <;> simp [truncate, hx, hu]
  have hg : HasDerivAt (superpose a f) 0 rc := by
    rw [← hs]
    exact (superpose_hasDerivAt fun i =>
      (hf i rc hc).1.hasDerivAt).differentiableAt.hasDerivAt
  have h1 := cut _ hg (by simp [superpose, h0])
  -- differentiation commutes with the truncation
  have hcomm : deriv (truncate rc (superpose a f)) = truncate rc (deriv (superpose a f)) := by
    funext r
    rcases lt_trichotomy r rc with h | h | h
    · have e : truncate rc (superpose a f) =ᶠ[𝓝 r] superpose a f := by
        filter_upwards [Iio_mem_nhds h] with x hx
        exact if_pos hx
      rw [e.deriv_eq]
      exact (if_pos h).symm
    · rw [h, h1.deriv]
      simp [truncate]
    · have e : truncate rc (superpose a f) =ᶠ[𝓝 r] fun _ => (0 : ℝ) := by
        filter_upwards [Ioi_mem_nhds h] with x hx
        exact if_neg (not_lt_of_ge (le_of_lt hx))
      rw [e.deriv_eq]
      simp [truncate, not_lt_of_ge h.le]
  refine ⟨h1, ?_⟩
  rw [hcomm]
  exact cut _ ((curvature_zero_iff_slope_zero hc hf h0).mpr hs) hs

/-- The slope of the spherical wave at a positive radius. -/
theorem sWave_hasDerivAt {q r : ℝ} (hq : q ≠ 0) (hr : 0 < r) :
    HasDerivAt (sWave q) (cos (q * r) / r - sin (q * r) / (q * r ^ 2)) r := by
  have hr' := hr.ne'
  have hl : HasDerivAt (fun x : ℝ => q * x) q r := by
    simpa using (hasDerivAt_id' r).const_mul q
  refine ((hl.sin.fun_div hl (mul_ne_zero hq hr')).congr_of_eventuallyEq ?_).congr_deriv ?_
  · filter_upwards [Ioi_mem_nhds hr] with x hx
    exact Real.sinc_of_ne_zero (mul_ne_zero hq (Set.mem_Ioi.mp hx).ne')
  · field_simp

/-- The spherical wave solves the radial equation with `l = 0`. -/
theorem sWave_isRadialWave {q : ℝ} (hq : q ≠ 0) : IsRadialWave 0 q (sWave q) := by
  intro r hr
  have hr' := hr.ne'
  have hl : HasDerivAt (fun x : ℝ => q * x) q r := by
    simpa using (hasDerivAt_id' r).const_mul q
  have hp : HasDerivAt (fun x : ℝ => q * x ^ 2) (q * (2 * r)) r := by
    simpa using (hasDerivAt_pow 2 r).const_mul q
  have he : deriv (sWave q) =ᶠ[𝓝 r] fun x => cos (q * x) / x - sin (q * x) / (q * x ^ 2) := by
    filter_upwards [Ioi_mem_nhds hr] with x hx using (sWave_hasDerivAt hq hx).deriv
  have h2 : HasDerivAt (deriv (sWave q)) (-(q * sin (q * r)) / r - 2 * cos (q * r) / r ^ 2
      + 2 * sin (q * r) / (q * r ^ 3)) r := by
    refine (((hl.cos.fun_div (hasDerivAt_id' r) hr').fun_sub (hl.sin.fun_div hp
      (mul_ne_zero hq (pow_ne_zero 2 hr')))).congr_of_eventuallyEq he).congr_deriv ?_
    field_simp
    ring
  have hv : sWave q r = sin (q * r) / (q * r) := Real.sinc_of_ne_zero (mul_ne_zero hq hr')
  refine ⟨(sWave_hasDerivAt hq hr).differentiableAt, h2.differentiableAt, ?_⟩
  rw [h2.deriv, (sWave_hasDerivAt hq hr).deriv, hv, Nat.cast_zero]
  field_simp
  ring

/-- The spherical wave weighted with `r ^ 2` is `r sin (q r) / q`. -/
theorem sq_mul_sWave {q : ℝ} (hq : q ≠ 0) (r : ℝ) :
    r ^ 2 * sWave q r = r * sin (q * r) / q := by
  by_cases hr : r = 0
  · simp [hr]
  · have hv : sWave q r = sin (q * r) / (q * r) := Real.sinc_of_ne_zero (mul_ne_zero hq hr)
    rw [hv]
    field_simp

/-- The radial integral of the spherical wave, with weight `r ^ 2`, from the origin to `R`. -/
theorem sWave_moment {q : ℝ} (hq : q ≠ 0) (R : ℝ) :
    ∫ r in (0 : ℝ)..R, r ^ 2 * sWave q r
      = sin (q * R) / q ^ 3 - R * cos (q * R) / q ^ 2 := by
  simp_rw [sq_mul_sWave hq]
  have hF : ∀ r : ℝ, HasDerivAt (fun x => sin (q * x) / q ^ 3 - x * cos (q * x) / q ^ 2)
      (r * sin (q * r) / q) r := by
    intro r
    have hl : HasDerivAt (fun x : ℝ => q * x) q r := by
      simpa using (hasDerivAt_id' r).const_mul q
    refine ((hl.sin.div_const (q ^ 3)).fun_sub
      (((hasDerivAt_id' r).fun_mul hl.cos).div_const (q ^ 2))).congr_deriv ?_
    field_simp
    ring
  rw [intervalIntegral.integral_eq_sub_of_hasDerivAt (fun r _ => hF r)
    (Continuous.intervalIntegrable (by fun_prop) _ _)]
  simp

/-- The two chosen wave numbers are nonzero and their spherical waves vanish at `rc`. -/
theorem sWave_node {rc : ℝ} (hc : 0 < rc) (i : Fin 2) :
    nodeQ rc i ≠ 0 ∧ sWave (nodeQ rc i) rc = 0 := by
  have hq : nodeQ rc i ≠ 0 := by
    unfold nodeQ
    positivity
  have hv : sWave (nodeQ rc i) rc = sin (nodeQ rc i * rc) / (nodeQ rc i * rc) :=
    Real.sinc_of_ne_zero (mul_ne_zero hq hc.ne')
  have hm : nodeQ rc i * rc = (((i : ℕ) : ℝ) + 1) * π := by
    unfold nodeQ
    field_simp
  have hs := Real.sin_nat_mul_pi ((i : ℕ) + 1)
  push_cast at hs
  exact ⟨hq, by rw [hv, hm, hs, zero_div]⟩

/-- For the spherical waves with wave numbers `π / rc` and `2 π / rc`, zero slope of their
superposition at `rc` and unit radial integral from the origin to `rc` hold exactly when both
coefficients equal `4 π ^ 2 / (3 rc ^ 3)`. -/
theorem coefficients_iff {rc : ℝ} (hc : 0 < rc) (a : Fin 2 → ℝ) :
    (deriv (superpose a fun i => sWave (nodeQ rc i)) rc = 0 ∧
      ∫ r in (0 : ℝ)..rc, r ^ 2 * superpose a (fun i => sWave (nodeQ rc i)) r = 1) ↔
      ∀ i, a i = 4 * π ^ 2 / (3 * rc ^ 3) := by
  have hq := fun i => (sWave_node hc i).1
  have q0 : nodeQ rc 0 = π / rc := by simp [nodeQ]
  have q1 : nodeQ rc 1 = 2 * π / rc := by norm_num [nodeQ]
  have m0 : nodeQ rc 0 * rc = π := by rw [q0]; field_simp
  have m1 : nodeQ rc 1 * rc = 2 * π := by rw [q1]; field_simp
  have hslope : deriv (superpose a fun i => sWave (nodeQ rc i)) rc = (a 1 - a 0) / rc := by
    rw [(superpose_hasDerivAt fun i => sWave_hasDerivAt (hq i) hc).deriv, Fin.sum_univ_two,
      m0, m1, cos_pi, sin_pi, cos_two_pi, sin_two_pi]
    ring
  have hi : ∀ i, IntervalIntegrable (fun r => a i * (r ^ 2 * sWave (nodeQ rc i) r))
      MeasureTheory.volume 0 rc := by
    intro i
    simp_rw [sq_mul_sWave (hq i)]
    exact Continuous.intervalIntegrable (by fun_prop) _ _
  have hmom : ∫ r in (0 : ℝ)..rc, r ^ 2 * superpose a (fun i => sWave (nodeQ rc i)) r
      = rc ^ 3 / π ^ 2 * (a 0 - a 1 / 4) := by
    have e : ∀ r, r ^ 2 * superpose a (fun i => sWave (nodeQ rc i)) r
        = a 0 * (r ^ 2 * sWave (nodeQ rc 0) r) + a 1 * (r ^ 2 * sWave (nodeQ rc 1) r) := by
      intro r
      simp only [superpose, Fin.sum_univ_two]
      ring
    simp_rw [e]
    rw [intervalIntegral.integral_add (hi 0) (hi 1), intervalIntegral.integral_const_mul,
      intervalIntegral.integral_const_mul, sWave_moment (hq 0), sWave_moment (hq 1),
      m0, m1, cos_pi, sin_pi, cos_two_pi, sin_two_pi, q0, q1]
    field_simp
    ring
  -- two linear equations for the two coefficients
  rw [hslope, hmom, Fin.forall_fin_two]
  constructor
  · rintro ⟨h1, h2⟩
    have h : a 1 = a 0 := by
      have := (div_eq_zero_iff.mp h1).resolve_right hc.ne'
      linarith
    rw [h, div_mul_eq_mul_div, div_eq_iff (by positivity)] at h2
    have h3 : a 0 = 4 * π ^ 2 / (3 * rc ^ 3) := by
      rw [eq_div_iff (by positivity)]
      linear_combination 4 * h2
    exact ⟨h3, h.trans h3⟩
  · rintro ⟨h1, h2⟩
    rw [h1, h2]
    refine ⟨by simp, ?_⟩
    field_simp
    ring

/-- The sum of the spherical waves with wave numbers `π / rc` and `2 π / rc`, both with coefficient
`4 π ^ 2 / (3 rc ^ 3)`, has after truncation at `rc` a vanishing first and second derivative at
`rc`. -/
theorem truncated_charge_smooth_witness {rc : ℝ} (hc : 0 < rc) :
    HasDerivAt (truncate rc (superpose (fun _ : Fin 2 => 4 * π ^ 2 / (3 * rc ^ 3))
      fun i => sWave (nodeQ rc i))) 0 rc ∧
    HasDerivAt (deriv (truncate rc (superpose (fun _ : Fin 2 => 4 * π ^ 2 / (3 * rc ^ 3))
      fun i => sWave (nodeQ rc i)))) 0 rc :=
  truncated_charge_smooth hc (fun i => sWave_isRadialWave (sWave_node hc i).1)
    (fun i => (sWave_node hc i).2) ((coefficients_iff hc _).mpr fun _ => rfl).1

end

end PAWCompensation
```

```lean
#print axioms PAWCompensation.curvature_zero_iff_slope_zero
#print axioms PAWCompensation.coefficients_iff
```

```
'PAWCompensation.curvature_zero_iff_slope_zero' depends on axioms: [propext, Classical.choice, Quot.sound]
'PAWCompensation.coefficients_iff' depends on axioms: [propext, Classical.choice, Quot.sound]
```

`IsRadialWave l q f` says that `f` is twice differentiable and solves the radial equation at every positive radius; nothing is required at the origin. `superpose a f` is \(g\), with waves labelled by any finite type, and `truncate rc` produces \(\bar g\). The function `sWave` uses `Real.sinc`, which takes the correct value 1 at the origin.

In `curvature_zero_iff_slope_zero`, the expression `HasDerivAt (deriv (superpose a f)) 0 rc` means that \(g'\) is differentiable at \(r_c\) with derivative zero. The theorem equates this with zero slope. Its hypothesis `h0` is the common node, which can be arranged by choosing each wave number so that its wave vanishes at \(r_c\). `truncated_charge_smooth` adds the zero slope as hypothesis `hs`, a condition on the coefficients, and concludes that the first and second derivatives of \(\bar g\) at \(r_c\) are zero.

`coefficients_iff` is an equivalence: the stated coefficients satisfy both conditions, and no others do. The normalisation is \(\int_0^{r_c}r^2g\,dr=1\), a purely radial integral without a factor \(4\pi\) or a spherical harmonic. Finally, `truncated_charge_smooth_witness` applies the smoothness theorem to this explicit charge.

For a PAW compensation charge of this form, the result means that one slope condition also secures the second derivative at the sphere boundary. It concerns the radial shape of a single charge, with explicit coefficients only for \(l=0\). Waves and moments for higher \(l\) are not constructed, and the electrostatics and the rest of the PAW energy do not enter.

## How the proof follows the calculation

`superpose_hasDerivAt` is the linearity of the derivative. The theorem on curvature needs it twice. Because \(g'\) is itself to be differentiated, `he` first identifies it with \(\sum_i a_if_i'\) on a whole neighbourhood of \(r_c\). The statement `key` is the relation \(g''(r_c)=-(2/r_c)g'(r_c)\): after `h0` is inserted, `linear_combination` factors out \(r_c\), which is cancelled because it is nonzero. In one direction, uniqueness of the derivative turns \(g''(r_c)=0\) into \(-(2/r_c)g'(r_c)=0\); in the other, the zero slope is substituted into `key`.

In `truncated_charge_smooth`, the local statement `cut` is the little-o estimate. `hcomm` shows that differentiation commutes with truncation by treating radii below, at and above \(r_c\) separately. `cut` is then used once for \(g\) and once for \(g'\).

`sWave_hasDerivAt` and `sWave_isRadialWave` carry out the differentiation and the cancellation, with `field_simp` and `ring` doing the algebra. For \(q\ne0\), `sq_mul_sWave` rewrites \(r^2f\) as \(r\sin(qr)/q\), including at \(r=0\). `sWave_moment` then checks the antiderivative and applies the fundamental theorem of calculus. `sWave_node` obtains the nodes from \(\sin(n\pi)=0\).

In `coefficients_iff`, `hslope` and `hmom` are the two linear expressions in \(a_0\) and \(a_1\) found above. The forward direction solves them, and the reverse direction substitutes the solution.
